# Four electrons built from the same geminal twice on two spin orbitals: the density is not 3(‖g‖² gg† + ‖g‖² gg†)

Two electrons in two spin orbitals have the antisymmetric pair function `pair`, and a four-electron function is built from two copies of it by a signed sum over the six ways of sharing out the electrons. The theorem says that the one-electron density matrix of this function, without a normalisation factor, is not 3(‖g‖² gg† + ‖g‖² gg†), where g is `pair` and ‖g‖² its squared norm. Four electrons don't fit into two spin orbitals, so the function and its density vanish, while the formula gives 12 in each diagonal entry (`pair` has squared norm 2; with a normalised pair the entry would be 3). The attempt assumes the equality, takes the entry at `0 0` of both sides, and leaves it to `norm_num` to find the contradiction.

This version doesn't compile in Lean 4 with Mathlib:

```lean
import Mathlib

open Matrix Finset

namespace DensityFormulaFails

noncomputable section

variable {n m p 𝕜 : Type*} [Fintype n] [Fintype m] [Fintype p] [RCLike 𝕜]

/-- The four-electron function built from two geminals: the signed sum over the six ways of
giving two electrons to `g` and two to `h`. -/
def geminalProduct (g h : Matrix n n 𝕜) (a b c d : n) : 𝕜 :=
  g a b * h c d - g a c * h b d + g a d * h b c
    + g b c * h a d - g b d * h a c + g c d * h a b

/-- The squared norm of a geminal, summed over both electrons. -/
def normSq (g : Matrix n n 𝕜) : ℝ := ∑ i, ∑ j, ‖g i j‖ ^ 2

/-- The one-electron density matrix of a four-electron function, with electrons two, three
and four summed out and no normalisation factor. -/
def density (ψ : n → n → n → n → 𝕜) : Matrix n n 𝕜 :=
  Matrix.of fun x y => ∑ b, ∑ c, ∑ d, ψ x b c d * star (ψ y b c d)

/-- The antisymmetric pair function of two electrons in two spin orbitals. -/
def pair : Matrix (Fin 2) (Fin 2) ℝ := !![0, 1; -1, 0]

/-- The density formula fails when both geminals are the same `pair` on two spin orbitals. -/
theorem density_formula_fails :
    density (geminalProduct pair pair) ≠
      (3 : ℝ) • (normSq pair • (pair * pairᴴ) + normSq pair • (pair * pairᴴ)) := by
  intro e
  have e0 := congrFun (congrFun e 0) 0
  norm_num [density, geminalProduct, normSq, pair, Matrix.mul_apply, Fin.sum_univ_two] at e0

end

end DensityFormulaFails
```

The compiler's answer:

```
Main.lean:31:81: error: unsolved goals
e : density (geminalProduct pair pair) = 3 • (normSq pair • (pair * pairᴴ) + normSq pair • (pair * pairᴴ))
e0 : (![0, 1] ᵥ* !![0, 1; -1, 0]ᵀ) 0 = 0
⊢ False
```

Lean accepts the file once it reads:

```diff
@@ -31,6 +31,11 @@
       (3 : ℝ) • (normSq pair • (pair * pairᴴ) + normSq pair • (pair * pairᴴ)) := by
   intro e
+  have q : (pair * pairᴴ) 0 0 = 1 := by
+    simp only [Matrix.mul_apply, Matrix.conjTranspose_apply, Fin.sum_univ_two, star_trivial]
+    norm_num [pair]
+  -- the four-electron function vanishes, while the formula would give a positive entry
   have e0 := congrFun (congrFun e 0) 0
-  norm_num [density, geminalProduct, normSq, pair, Matrix.mul_apply, Fin.sum_univ_two] at e0
+  simp only [Matrix.smul_apply, Matrix.add_apply, q, smul_eq_mul] at e0
+  norm_num [density, geminalProduct, normSq, pair, Fin.sum_univ_two] at e0
 
 end
```

The error says that `False` is still to be proved, and that `norm_num` has reduced the entry equation to `(![0, 1] ᵥ* !![0, 1; -1, 0]ᵀ) 0 = 0`. The left side is really 1, so the hypothesis is false, but `norm_num` hasn't worked it out. As `pair` was among the definitions to unfold, the product `pair * pairᴴ` became a product of explicit matrices, and this was rewritten as a row vector times a matrix before `Matrix.mul_apply` could turn its entry into a sum. After that `Matrix.mul_apply` had no matrix product to match, and the simplifier got no further with the row vector times a transpose.

The repair first proves, as `q`, that the entry is 1. There `simp only` writes out the sum while `pair` is still folded, and `norm_num [pair]` then only has numbers to compute. In `e0`, a second `simp only` takes the entry inside the scalar multiples and the sum, and replaces the product's entry by 1 using `q`. The last `norm_num` then finds the contradiction. Dropping `Matrix.mul_apply` from it is tidying, since no matrix product is left, and the added comment only explains.
